# Multiplying (2l+1)‼ by the odd numbers from 2l+3 to 2l+2n+3 gives (2l+2n+3)‼

The lemma says that (2l+1)‼, multiplied by the n+1 consecutive odd numbers from 2l+3 to 2l+2n+3, equals (2l+2n+3)‼. Here l and n are any natural numbers, and the equality is between real numbers. The statement is pure arithmetic: it contains no physical model and needs no physical assumptions. The proof is by induction on n, splitting off the last factor of the product, applying the induction hypothesis, and then using the recurrence (m+2)‼ = (m+2)·m‼ to match the two sides.

As first written in Lean, the proof fails:

```lean
import Mathlib

open scoped Nat

namespace DoubleFactorialMulProd

noncomputable section

/-- The product of the odd numbers from `2l+3` to `2l+2n+3` completes `(2l+1)‼` to
`(2l+2n+3)‼`. -/
theorem doubleFactorial_mul_prod (l n : ℕ) :
    ((2 * l + 1)‼ : ℝ) * ∏ j ∈ Finset.range (n + 1), (2 * (l : ℝ) + 3 + 2 * (j : ℝ)) =
      ((2 * l + 2 * n + 3)‼ : ℝ) := by
  induction n with
  | zero =>
    rw [show 2 * l + 2 * 0 + 3 = (2 * l + 1) + 2 by ring, Nat.doubleFactorial_add_two,
      zero_add, Finset.prod_range_one]
    push_cast
    ring
  | succ n ih =>
    rw [Finset.prod_range_succ, ← mul_assoc, ih,
      show 2 * l + 2 * (n + 1) + 3 = (2 * l + 2 * n + 3) + 2 by ring,
      Nat.doubleFactorial_add_two]
    push_cast
    ring

end

end DoubleFactorialMulProd
```

Compiling this gives:

```
Try this:
  [apply] ring_nf
  
  The `ring` tactic failed to close the goal. Use `ring_nf` to obtain a normal form.
    
  Note that `ring` works primarily in *commutative* rings. If you have a noncommutative ring, abelian group or module, consider using `noncomm_ring`, `abel` or `module` instead.
Main.lean:20:14: error: unsolved goals
case succ
l n : ℕ
ih : ↑(2 * l + 1)‼ * ∏ j ∈ Finset.range (n + 1), (2 * ↑l + 3 + 2 * ↑j) = ↑(2 * l + 2 * n + 3)‼
⊢ ↑l * ↑n * ↑(1 + l * 2 + n * 2)‼ * 8 + ↑l * ↑(1 + l * 2 + n * 2)‼ * 16 + ↑l ^ 2 * ↑(1 + l * 2 + n * 2)‼ * 4 +
          ↑n * ↑(1 + l * 2 + n * 2)‼ * 16 +
        ↑n ^ 2 * ↑(1 + l * 2 + n * 2)‼ * 4 +
      ↑(1 + l * 2 + n * 2)‼ * 15 =
    ↑(5 + l * 2 + n * 2)‼
```

Diagnosis. The error is in the induction step, where `ring` fails to close the goal and leaves a normalised remainder. After `ih` is applied, the left side contains `(2 * l + 2 * n + 3)‼`, and the `show` step puts the right side's double factorial in the form `(2 * l + 2 * n + 3 + 2)‼`. Only the latter was meant to be expanded.

With no argument given, `Nat.doubleFactorial_add_two` looks for any double factorial of the form `(m + 2)‼`. The one on the left also fits, since 2l+2n+3 is (2l+2n+1)+2, and `rw` expands that one instead. The remaining goal shows this: (2l+2n+1)‼ on the left, an unexpanded (2l+2n+5)‼ on the right. `ring` does not know the recurrence that relates them.

The repair passes `2 * l + 2 * n + 3` to the lemma explicitly, so the rewrite can only hit the right side. Both sides then contain the same (2l+2n+3)‼, multiplied by equal factors, and `push_cast` and `ring` finish the proof.

After these edits no error is left:

```diff
@@ -21,5 +21,5 @@
     rw [Finset.prod_range_succ, ← mul_assoc, ih,
       show 2 * l + 2 * (n + 1) + 3 = (2 * l + 2 * n + 3) + 2 by ring,
-      Nat.doubleFactorial_add_two]
+      Nat.doubleFactorial_add_two (2 * l + 2 * n + 3)]
     push_cast
     ring
```
